# Closed-form hyperfine strengths for j to j transitions with a nuclear spin 1/2

## The two spins, their coupling and the strength

Let J be an angular momentum with quantum number j, in units of ħ, acting on a space of dimension d = 2j + 1. Let I be a nuclear spin 1/2.

In Lean 4 with Mathlib:

```lean
import Mathlib

namespace HyperfineStrengths

noncomputable section
```

Operators of the first spin are complex d × d matrices.

```lean
/-- Operators on a space of dimension `d = 2j + 1`. -/
abbrev Op (d : ℕ) := Matrix (Fin d) (Fin d) ℂ
```

On the joint space an operator is a 2 × 2 array of such matrices. The first block row and column belong to nuclear spin up, the second to nuclear spin down.

```lean
/-- Operators on the product of a `d`-dimensional space with a spin 1/2, in blocks labelled by
nuclear spin up, down. -/
abbrev JointOp (d : ℕ) := Matrix (Fin d ⊕ Fin d) (Fin d ⊕ Fin d) ℂ
```

The first spin is given by J_z and J± = J_x ± iJ_y, which the code calls `z`, `up` and `dn`.

```lean
/-- The operators `J_z`, `J₊` and `J₋`. -/
structure Ladder (d : ℕ) where
  z : Op d
  up : Op d
  dn : Op d
```

Write c = j(j+1) = (d² − 1)/4. A number added to an operator stands for that number times the identity. The structure `IsSpin` collects what is assumed of J: J_z is Hermitian, J₋ is the adjoint of J₊, and

J₊J_z = J_zJ₊ − J₊,  J₋J_z = J_zJ₋ + J₋

J₋J₊ = c − J_z² − J_z,  J₊J₋ = c − J_z² + J_z.

The first line holds the commutators with J_z. The second contains both [J₊, J₋] = 2J_z and J² = c.

```lean
/-- The adjoint, commutation and ladder product relations of a spin `j`, where
`j(j+1) = (d² - 1)/4`. -/
structure IsSpin {d : ℕ} (J : Ladder d) : Prop where
  herm : J.z.conjTranspose = J.z
  adj : J.up.conjTranspose = J.dn
  az : J.up * J.z = J.z * J.up - J.up
  bz : J.dn * J.z = J.z * J.dn + J.dn
  ba : J.dn * J.up = (((d : ℂ) ^ 2 - 1) / 4) • 1 - J.z * J.z - J.z
  ab : J.up * J.dn = (((d : ℂ) ^ 2 - 1) / 4) • 1 - J.z * J.z + J.z
```

The scalar coupling is K = J·I = J_zI_z + (J₊I₋ + J₋I₊)/2. Since I₋ takes nuclear spin up to down, J₊/2 stands in the lower left block:

K = ½ [ J_z, J₋ ; J₊, −J_z ].

```lean
variable {d : ℕ} {J : Ladder d}

/-- The scalar coupling `J·I = J_z I_z + (J₊ I₋ + J₋ I₊)/2`. -/
def coupling (J : Ladder d) : JointOp d :=
  Matrix.fromBlocks ((1/2 : ℂ) • J.z) ((1/2 : ℂ) • J.dn) ((1/2 : ℂ) • J.up) ((-(1/2) : ℂ) • J.z)
```

An operator of the first spin leaves the nuclear spin alone, so it appears twice on the block diagonal.

```lean
/-- An operator of the first spin acting on the joint space. -/
def lift (X : Op d) : JointOp d := Matrix.fromBlocks X 0 0 X
```

Let T(X) = Σ_q J_q X J_q, summed over q = x, y, z. Inserting J_x = (J₊ + J₋)/2 and J_y = (J₊ − J₋)/(2i) gives

T(X) = J_z X J_z + (J₊ X J₋ + J₋ X J₊)/2,

which is the form in the code.

```lean
/-- The sum `∑_q J_q X J_q` over Cartesian components, written with ladder operators. -/
def sandwich (J : Ladder d) (X : JointOp d) : JointOp d :=
  lift J.z * X * lift J.z
    + (1/2 : ℂ) • (lift J.up * X * lift J.dn + lift J.dn * X * lift J.up)
```

The strength is S(P, Q) = tr(P T(Q)). When P and Q are Hermitian projectors, it is the sum of |⟨α|J_q|β⟩|² over the components q and over orthonormal bases of states α for the range of P and β for the range of Q. For j > 0, a vector operator that does not act on the nuclear spin has matrix elements between two levels of the same j proportional to those of J_q, so its strengths are given by S up to a common factor.

```lean
/-- The strength `∑_q tr(P J_q Q J_q)`. -/
def strength (J : Ladder d) (P Q : JointOp d) : ℂ := (P * sandwich J Q).trace
```

Finally, there are two operators affine in K, written U and L here and `upper` and `lower` in the code:

U = (2K + j + 1)/(2j + 1) = (2/d)K + (d + 1)/(2d)

```lean
/-- The operator `(2 J·I + j + 1)/(2j + 1)`, for `d = 2j + 1` nonzero. -/
def upper (J : Ladder d) : JointOp d :=
  (2 / (d : ℂ)) • coupling J + (((d : ℂ) + 1) / (2 * d)) • 1
```

L = (j − 2K)/(2j + 1) = −(2/d)K + (d − 1)/(2d).

```lean
/-- The operator `(j - 2 J·I)/(2j + 1)`, for `d = 2j + 1` nonzero. -/
def lower (J : Ladder d) : JointOp d :=
  (-2 / (d : ℂ)) • coupling J + (((d : ℂ) - 1) / (2 * d)) • 1
```

## (a) Products of operators affine in K

Show that for all complex a, b, p, q

(aK + b)(pK + q) = (aq + bp − ap/2) K + ap(d² − 1)/16 + bq.

**Solution.** Only K² needs work. Multiplying the blocks gives

K² = ¼ [ J_z² + J₋J₊, J_zJ₋ − J₋J_z ; J₊J_z − J_zJ₊, J₊J₋ + J_z² ].

By the spin relations the four blocks are c − J_z, −J₋, −J₊ and c + J_z. Hence

K² = c/4 − K/2,

and expanding the product gives the claim, since c/4 = (d² − 1)/16.

The proof does the same for the whole product at once. It multiplies out the blocks, rewrites with the relations in `hJ`, and lets `module` compare coefficients.

```lean
/-- The product of two operators affine in `J·I` is again affine in `J·I`. -/
theorem affine_mul (hJ : IsSpin J) (a b p q : ℂ) :
    (a • coupling J + b • 1) * (p • coupling J + q • 1) =
      (a * q + b * p - a * p / 2) • coupling J
        + (a * p * (((d : ℂ) ^ 2 - 1) / 16) + b * q) • 1 := by
  simp only [coupling, ← Matrix.fromBlocks_one, Matrix.fromBlocks_smul,
    Matrix.fromBlocks_add, Matrix.fromBlocks_multiply]
  congr 1 <;> simp only [smul_zero, add_zero, add_mul, mul_add, smul_mul_assoc,
    mul_smul_comm, mul_one, one_mul, hJ.az, hJ.bz, hJ.ab, hJ.ba] <;> module
```

## (b) The sum over components

Show that

T(pK + q) = p(c − 1) K + qc for all complex numbers p and q (here q is not a component label).

**Solution.** For the identity, T(1) = J_z² + (J₊J₋ + J₋J₊)/2 = c. For K, T acts on each block separately, so T is needed on J_z, J₊ and J₋. Moving J_z to the left,

J₊J_zJ₋ + J₋J_zJ₊ = (J_z − 1)(c − J_z² + J_z) + (J_z + 1)(c − J_z² − J_z) = 2J_z(c − J_z²) − 2J_z.

Half of this plus J_z³ is (c − 1)J_z. For J₊ the three terms are

J_zJ₊J_z = (J_z² − J_z)J₊

J₊J₊J₋ = (c − J_z² + 3J_z − 2)J₊

J₋J₊J₊ = (c − J_z² − J_z)J₊.

The first plus half the sum of the other two is (c − 1)J₊. Taking adjoints gives the result for J₋. Every block of K is therefore multiplied by c − 1.

In the code, `ext` lets a relation act inside a longer product. The J₋ block is computed directly, without the adjoint.

```lean
/-- Summing `J_q X J_q` multiplies `J·I` by `j(j+1) - 1` and the identity by `j(j+1)`. -/
theorem sandwich_affine (hJ : IsSpin J) (p q : ℂ) :
    sandwich J (p • coupling J + q • 1) =
      (p * (((d : ℂ) ^ 2 - 1) / 4 - 1)) • coupling J + (q * (((d : ℂ) ^ 2 - 1) / 4)) • 1 := by
  have ext : ∀ {S T U : Op d}, S * T = U → ∀ X, S * (T * X) = U * X :=
    fun h X => by rw [← mul_assoc, h]
  simp only [sandwich, lift, coupling, ← Matrix.fromBlocks_one, Matrix.fromBlocks_smul,
    Matrix.fromBlocks_add, Matrix.fromBlocks_multiply]
  -- in each block, move `J_z` to the left and contract the ladder operators
  congr 1 <;> simp only [smul_zero, add_zero, zero_add, zero_mul, mul_zero, add_mul, mul_add,
    sub_mul, mul_sub, smul_mul_assoc, mul_smul_comm, mul_one, one_mul, mul_assoc,
    hJ.az, hJ.bz, hJ.ab, hJ.ba, ext hJ.az, ext hJ.bz] <;> module
```

## (c) The trace

Show that

tr(aK + b) = 2db.

**Solution.** The diagonal blocks of K are J_z/2 and −J_z/2, so their traces cancel. The identity on the joint space has trace 2d. No spin relation is used, and accordingly `trace_affine` has no hypothesis on J.

```lean
/-- Only the constant part of an operator affine in `J·I` contributes to its trace. -/
theorem trace_affine (J : Ladder d) (a b : ℂ) :
    (a • coupling J + b • (1 : JointOp d)).trace = b * (2 * d) := by
  have h : (coupling J).trace = 0 := by
    simp only [coupling, Matrix.trace, Matrix.diag_apply, Fintype.sum_sum_type,
      Matrix.fromBlocks_apply₁₁, Matrix.fromBlocks_apply₂₂, Matrix.smul_apply,
      ← Finset.smul_sum]
    module
  rw [Matrix.trace_add, Matrix.trace_smul, Matrix.trace_smul, h, Matrix.trace_one]
  simp only [Fintype.card_sum, Fintype.card_fin, smul_eq_mul]
  push_cast
  ring
```

## (d) Two complementary projectors

For d ≥ 1, show that U and L are Hermitian and that

U + L = 1,  UL = 0,  U² = U,  L² = L,  rank U = d + 1,  rank L = d − 1.

**Solution.** The K terms cancel in U + L, and the constants add to 1. By (a), the coefficient of K in U² is

2(d + 1)/d² − 2/d² = 2/d,

and the constant is

(d² − 1)/(4d²) + (d + 1)²/(4d²) = (d + 1)/(2d).

So U² = U. For L² the same formula gives −2(d − 1)/d² − 2/d² = −2/d and (d² − 1)/(4d²) + (d − 1)²/(4d²) = (d − 1)/(2d), so L² = L. Then UL = U(1 − U) = 0. Both operators are Hermitian because K is and the coefficients are real. The rank of an idempotent is its trace, and (c) gives d + 1 and d − 1.

To attach the labels F, let F = J + I, so that F² = c + 3/4 + 2K. On the range of U, K = j/2 and F² = (j + 1/2)(j + 3/2), so F = j + 1/2 there. On the range of L, K = −(j + 1)/2 and F² = (j − 1/2)(j + 1/2), so F = j − 1/2. For j = 0 the operator L is zero, so no state has the second label. The code never defines F², so these labels rest on the lines above.

In the proof, `rk` views an idempotent matrix as the projection onto its range, whose trace is the dimension of that range. The hypothesis `[NeZero d]` says d ≥ 1, and the rank of L is stated as rank + 1 = d to avoid subtracting natural numbers.

```lean
/-- `upper` and `lower` are complementary, mutually orthogonal Hermitian projectors of
ranks `d + 1` and `d - 1`. -/
theorem projectors [NeZero d] (hJ : IsSpin J) :
    upper J + lower J = 1 ∧ upper J * lower J = 0 ∧
    (upper J * upper J = upper J ∧ (upper J).conjTranspose = upper J ∧
      (upper J).rank = d + 1) ∧
    (lower J * lower J = lower J ∧ (lower J).conjTranspose = lower J ∧
      (lower J).rank + 1 = d) := by
  have hd : (d : ℂ) ≠ 0 := Nat.cast_ne_zero.mpr (NeZero.ne d)
  -- the rank of an idempotent is its trace
  have rk : ∀ P : JointOp d, P * P = P → (P.rank : ℂ) = P.trace := by
    intro P hP
    have h : LinearMap.IsProj (LinearMap.range (Matrix.toLin' P)) (Matrix.toLin' P) :=
      ⟨fun x => ⟨x, rfl⟩, by
        rintro _ ⟨x, rfl⟩
        simp only [Matrix.toLin'_apply, Matrix.mulVec_mulVec, hP]⟩
    have t := h.trace
    rw [LinearMap.trace_eq_matrix_trace ℂ (Pi.basisFun ℂ _),
      LinearMap.toMatrix_eq_toMatrix', LinearMap.toMatrix'_toLin'] at t
    rw [t, Matrix.rank, Matrix.toLin'_apply']
  have hK : (coupling J).conjTranspose = coupling J := by
    simp [coupling, Matrix.fromBlocks_conjTranspose, hJ.herm, ← hJ.adj]
  have hsum : upper J + lower J = 1 := by
    have h : ((d : ℂ) + 1) / (2 * d) + (d - 1) / (2 * d) = 1 := by
      field_simp
      ring
    simp only [upper, lower]
    linear_combination (norm := module) h • (1 : JointOp d)
  have hu : upper J * upper J = upper J := by
    rw [upper, affine_mul hJ]
    congr 2 <;> field_simp <;> ring
  have hl : lower J * lower J = lower J := by
    rw [lower, affine_mul hJ]
    congr 2 <;> field_simp <;> ring
  refine ⟨hsum, ?_, ⟨hu, ?_, ?_⟩, hl, ?_, ?_⟩
  · rw [eq_sub_of_add_eq' hsum, mul_sub, mul_one, hu, sub_self]
  · simp [upper, Matrix.conjTranspose_add, Matrix.conjTranspose_smul, hK]
  · have h : ((upper J).rank : ℂ) = d + 1 := by
      rw [rk _ hu, upper, trace_affine, div_mul_cancel₀ _ (mul_ne_zero two_ne_zero hd)]
    exact_mod_cast h
  · simp [lower, Matrix.conjTranspose_add, Matrix.conjTranspose_smul, hK]
  · have h : ((lower J).rank : ℂ) + 1 = d := by
      rw [rk _ hl, lower, trace_affine, div_mul_cancel₀ _ (mul_ne_zero two_ne_zero hd),
        sub_add_cancel]
    exact_mod_cast h
```

## (e) The four strengths for general j

For d ≥ 1, show that

S(U, U) = (d − 1)²(d + 1)(d + 2)/(4d)

S(L, L) = (d − 1)(d − 2)(d + 1)²/(4d)

S(U, L) = S(L, U) = (d² − 1)/(2d).

**Solution.** Apply (b) to the second operator, (a) to the product and (c) to the trace:

S(aK + b, pK + q) = 2dc [ ap(c − 1)/4 + bq ].

Here 2dc = d(d² − 1)/2 and c − 1 = (d² − 5)/4. The bracket becomes

for U, U: [(d² − 5) + (d + 1)²]/(4d²) = (d − 1)(d + 2)/(2d²)

for L, L: [(d² − 5) + (d − 1)²]/(4d²) = (d − 2)(d + 1)/(2d²)

for U, L or L, U: [−(d² − 5) + (d² − 1)]/(4d²) = 1/d².

Multiplying by d(d² − 1)/2 gives the four values. The proof rewrites with the same three results and leaves the fractions to `field_simp` and `ring`.

```lean
/-- The four hyperfine strengths of a spin `j` coupled to a spin 1/2, with `d = 2j + 1`. -/
theorem hyperfine_strengths [NeZero d] (hJ : IsSpin J) :
    strength J (upper J) (upper J) = ((d : ℂ) - 1) ^ 2 * (d + 1) * (d + 2) / (4 * d) ∧
    strength J (lower J) (lower J) = ((d : ℂ) - 1) * (d - 2) * (d + 1) ^ 2 / (4 * d) ∧
    strength J (upper J) (lower J) = ((d : ℂ) ^ 2 - 1) / (2 * d) ∧
    strength J (lower J) (upper J) = ((d : ℂ) ^ 2 - 1) / (2 * d) := by
  have hd : (d : ℂ) ≠ 0 := Nat.cast_ne_zero.mpr (NeZero.ne d)
  simp only [strength, upper, lower, sandwich_affine hJ, affine_mul hJ, trace_affine]
  refine ⟨?_, ?_, ?_, ?_⟩ <;> field_simp <;> ring
```

## (f) Matrices for spin 3/2

Apart from (c), the results so far assume the spin relations. Take d = 4, with basis states m = 3/2, 1/2, −1/2, −3/2, and the following matrices.

```lean
/-- Four-dimensional ladder matrices with outer matrix element `r`. -/
def threeHalves (r : ℂ) : Ladder 4 where
  z := Matrix.diagonal ![3/2, 1/2, -1/2, -3/2]
  up := !![0, r, 0, 0; 0, 0, 2, 0; 0, 0, 0, r; 0, 0, 0, 0]
  dn := !![0, 0, 0, 0; r, 0, 0, 0; 0, 2, 0, 0; 0, 0, r, 0]
```

Show that for r = √3 they satisfy all the relations, in particular

J₋J₊ = diag(0, 3, 4, 3) = 15/4 − J_z² − J_z.

**Solution.** J_z is real and diagonal, and J₋ is the transpose of the real matrix J₊. Since J₊ raises m by one and J₋ lowers it by one, the commutators with J_z hold for any r. The products are

J₋J₊ = diag(0, r², 4, r²),  J₊J₋ = diag(r², 4, r², 0).

The values of 15/4 − m² − m are 0, 3, 4, 3, and those of 15/4 − m² + m are 3, 4, 3, 0. Both agree with the products when r² = 3.

The proof replaces √3 by a symbol r, of which it keeps only r² = 3 and that r is real, and then checks each relation entry by entry.

```lean
set_option maxHeartbeats 400000 in
/-- With `r = √3` these matrices satisfy the relations of a spin 3/2. -/
theorem threeHalves_witness : IsSpin (threeHalves (Real.sqrt 3 : ℝ)) := by
  have hr : ((Real.sqrt 3 : ℝ) : ℂ) * ((Real.sqrt 3 : ℝ) : ℂ) = 3 := by
    rw [← Complex.ofReal_mul, Real.mul_self_sqrt (by norm_num)]
    norm_num
  have hs : starRingEnd ℂ ((Real.sqrt 3 : ℝ) : ℂ) = ((Real.sqrt 3 : ℝ) : ℂ) :=
    Complex.conj_ofReal _
  generalize ((Real.sqrt 3 : ℝ) : ℂ) = r at hr hs ⊢
  constructor
  case ba | ab =>
    dsimp only [threeHalves]
    ext i j
    fin_cases i <;> fin_cases j <;>
      simp [Matrix.mul_apply, Fin.sum_univ_four] <;> grind
  all_goals
    dsimp only [threeHalves]
    ext i j
    fin_cases i <;> fin_cases j <;> simp [hs] <;> grind
```

## (g) The OH pattern

For j = 3/2 let P₂ = (K + 5/4)/2 and P₁ = 1 − P₂. Show that P₂ has rank 5, P₁ has rank 3, and

S(P₁, P₂) : S(P₁, P₁) : S(P₂, P₂) : S(P₂, P₁) = 1 : 5 : 9 : 1,

with common factor 15/8.

**Solution.** At d = 4, U = K/2 + 5/8 = P₂, so L = P₁. Part (d) gives the ranks, which are 2F + 1 for F = 2 and F = 1. Part (e) gives

S(P₂, P₂) = 9·5·6/16 = 135/8

S(P₁, P₁) = 3·2·25/16 = 75/8

S(P₁, P₂) = S(P₂, P₁) = 15/8.

For OH, J is the total angular momentum without nuclear spin and I is the proton spin. The values above are the relative strengths of the four hyperfine lines between the two Λ-doublet levels of the rotational ground state, which has j = 3/2, in the model where hyperfine mixing with other levels is neglected. The electric dipole operator is a vector that does not act on the proton spin, so by the Wigner–Eckart theorem its matrix elements between the two levels are proportional to those of J_q. That proportionality is physical input to the model. Observed intensities also depend on populations and optical depth, which the strengths leave out.

The proof identifies P₂ with `upper J` and P₁ with `lower J`, then inserts d = 4. It holds for every J that satisfies `IsSpin`, including the matrices of (f).

```lean
/-- For spin 3/2 and spin 1/2, `P₂ = (J·I + 5/4)/2` and `P₁ = 1 - P₂` have ranks 5 and 3,
and the strengths 1-2, 1-1, 2-2, 2-1 are 15/8 times 1, 5, 9, 1. -/
theorem oh_intensities {J : Ladder 4} (hJ : IsSpin J) (P₁ P₂ : JointOp 4)
    (h₂ : P₂ = (1/2 : ℂ) • (coupling J + (5/4 : ℂ) • 1)) (h₁ : P₁ = 1 - P₂) :
    P₂.rank = 5 ∧ P₁.rank = 3 ∧
    strength J P₁ P₂ = 15/8 * 1 ∧ strength J P₁ P₁ = 15/8 * 5 ∧
    strength J P₂ P₂ = 15/8 * 9 ∧ strength J P₂ P₁ = 15/8 * 1 := by
  obtain ⟨hsum, -, ⟨-, -, hu⟩, -, -, hl⟩ := projectors hJ
  obtain ⟨huu, hll, hul, hlu⟩ := hyperfine_strengths hJ
  have e₂ : P₂ = upper J := by
    rw [h₂, upper]
    push_cast
    module
  have e₁ : P₁ = lower J := by
    rw [h₁, e₂, ← hsum, add_sub_cancel_left]
  rw [e₁, e₂, huu, hll, hul, hlu]
  refine ⟨hu, by omega, ?_, ?_, ?_, ?_⟩ <;> norm_num

end

end HyperfineStrengths
```

```lean
#print axioms HyperfineStrengths.hyperfine_strengths
#print axioms HyperfineStrengths.oh_intensities
```

```
'HyperfineStrengths.hyperfine_strengths' depends on axioms: [propext, Classical.choice, Quot.sound]
'HyperfineStrengths.oh_intensities' depends on axioms: [propext, Classical.choice, Quot.sound]
```
